# The Keldysh equation from the matrix Dyson equation and the right-handed retarded equation

A quantum dot sits between two leads at different voltages. To find how its levels are filled I need the Keldysh function $G_K$ in addition to the retarded and advanced functions $G_R$ and $G_A$. I start from the Dyson equation $G=g+gSG$, where $g$ is the Green's function of the isolated dot without interactions, $S$ is the self-energy, and each of the three is a $2\times2$ matrix with components $R$, $K$ and $A$. The formula I am supposed to reach is

$$G_K=(1+G_RS_R)\,g_K\,(1+S_AG_A)+G_RS_KG_A .$$

The right-hand factor $1+S_AG_A$ I can see coming. But in my Dyson equation the free function always stands on the left, so where does the full $G_R$ on the left come from? The derivations I have seen also use $G_R=g_R+G_RS_Rg_R$, with the order reversed. Is that a second assumption, or do I already have it?

## The left factor comes from undoing $1-g_RS_R$

The Keldysh component of your Dyson equation has $G_K$ on both sides, and solving for it puts $1+G_RS_R$ on the left. The reversed equation is what permits that solution. For physical Green's functions you already have it, because the advanced functions are the adjoints of the retarded ones. For finite matrices, such as a dot with finitely many orbitals at a fixed frequency, you have it even without that relation. For general operators that lack it, the Dyson equation alone is not enough.

Write each object as

$$G=\begin{pmatrix}G_R&G_K\\0&G_A\end{pmatrix},$$

and likewise $g$ and $S$. The components need not commute. Multiplying two such matrices gives the Langreth rules

$$(XY)_R=X_RY_R,\qquad (XY)_K=X_RY_K+X_KY_A,\qquad (XY)_A=X_AY_A .$$

Applied twice, they split $G=g+gSG$ into

$$G_R=g_R+g_RS_RG_R,\qquad G_A=g_A+g_AS_AG_A,$$
$$G_K=g_K+g_RS_RG_K+g_RS_KG_A+g_KS_AG_A .$$

Collect the terms with $G_K$ on the left:

$$(1-g_RS_R)\,G_K=g_K(1+S_AG_A)+g_RS_KG_A .$$

Now use the right-handed equation $G_R=g_R+G_RS_Rg_R$, so called here because the free function stands on the right. It has two consequences:

$$(1+G_RS_R)\,g_R=G_R,$$
$$(1+G_RS_R)(1-g_RS_R)=1+(G_R-g_R-G_RS_Rg_R)S_R=1 .$$

Multiplying the collected equation from the left by $1+G_RS_R$ therefore isolates $G_K$, dresses $g_K$ on its left, and turns $g_RS_KG_A$ into $G_RS_KG_A$. This is the formula you quoted.

The way back uses the left-handed equation, which gives $(1-g_RS_R)(1+G_RS_R)=1$ and $(1-g_RS_R)G_R=g_R$. Multiplying the Keldysh formula by $1-g_RS_R$ restores the Keldysh component of the Dyson equation.

Where does the right-handed equation come from? For physical functions $G_A=G_R^\dagger$, and likewise for $g$ and $S$. The adjoint of $G_A=g_A+g_AS_AG_A$ is then $G_R=g_R+G_RS_Rg_R$, the reversed equation.

For finite square matrices with commuting entries the adjoint relation is not needed, because a one-sided inverse is two-sided. The left-handed equation then also gives $(1+G_RS_R)(1-g_RS_R)=1$. Multiplying $(1-g_RS_R)G_R=g_R$ by $1+G_RS_R$ yields $G_R=(1+G_RS_R)g_R$, the reversed equation.

For operators on an infinite space that are not tied by the adjoint relation, this can fail. Let $L$ drop the first entry of a real sequence and let $U$ put a zero in front. Then $LU=1$, but $P=1-UL$ is not zero: it keeps the first entry and erases the rest. Take $g_R=1-L$, $S_R=1$, $G_R=U-1$, $G_K=P$, and set all other components to zero, so that the advanced components are not the adjoints of the retarded ones. The retarded equation holds because

$$g_R+g_RS_RG_R=(1-L)U=U-1 .$$

The Keldysh component holds because $LP=0$, so $(1-L)P=P$. The Keldysh formula, however, would give $G_K=0$. Here $1-g_RS_R=L$ annihilates a nonzero operator, and the Dyson equation cannot see that part of $G_K$. The example shows that some condition must exclude such homogeneous solutions; the right-handed equation is one that does.

One more consequence concerns thermal equilibrium. Suppose a single $F$ describes the occupations in both inputs,

$$g_K=g_RF-Fg_A,\qquad S_K=S_RF-FS_A .$$

Insert these into the Keldysh formula and use $(1+G_RS_R)g_R=G_R$ and $g_A(1+S_AG_A)=G_A$:

$$G_K=G_RF(1+S_AG_A)-(1+G_RS_R)FG_A+G_RS_RFG_A-G_RFS_AG_A=G_RF-FG_A .$$

For fermions at one temperature and chemical potential, $F$ is the number $1-2f(\omega)$ at frequency $\omega$, with $f$ the Fermi function, and the result is the fluctuation–dissipation relation for the dressed function.

Here is the argument in Lean 4 with Mathlib.

```lean
import Mathlib

namespace KeldyshDyson

variable {𝓐 : Type*} [Ring 𝓐]

/-- The Keldysh matrix with retarded component `r`, Keldysh component `k` and advanced
component `a`. -/
def keldyshMatrix (r k a : 𝓐) : Matrix (Fin 2) (Fin 2) 𝓐 := !![r, k; 0, a]

/-- Langreth rule: retarded and advanced components multiply separately, and the Keldysh
component of a product is `r k' + k a'`. -/
theorem keldyshMatrix_mul (r k a r' k' a' : 𝓐) :
    keldyshMatrix r k a * keldyshMatrix r' k' a' =
      keldyshMatrix (r * r') (r * k' + k * a') (a * a') := by
  ext i j
  fin_cases i <;> fin_cases j <;>
    simp [keldyshMatrix, Matrix.mul_apply, Fin.sum_univ_two]

/-- The matrix Dyson equation `G = g + g S G` is equivalent to its retarded, Keldysh and
advanced component equations. -/
theorem dyson_iff_components {gR gK gA SR SK SA GR GK GA : 𝓐} :
    keldyshMatrix GR GK GA = keldyshMatrix gR gK gA +
        keldyshMatrix gR gK gA * keldyshMatrix SR SK SA * keldyshMatrix GR GK GA ↔
      GR = gR + gR * SR * GR ∧
      GK = gK + (gR * SR * GK + (gR * SK + gK * SA) * GA) ∧
      GA = gA + gA * SA * GA := by
  have hsum : ∀ r k a r' k' a' : 𝓐, keldyshMatrix r k a + keldyshMatrix r' k' a' =
      keldyshMatrix (r + r') (k + k') (a + a') := by
    intro r k a r' k' a'
    ext i j
    fin_cases i <;> fin_cases j <;> simp [keldyshMatrix]
  rw [keldyshMatrix_mul, keldyshMatrix_mul, hsum]
  constructor
  · intro h
    exact ⟨congrFun (congrFun h 0) 0, congrFun (congrFun h 0) 1, congrFun (congrFun h 1) 1⟩
  · rintro ⟨h1, h2, h3⟩
    exact congr (congr (congrArg keldyshMatrix h1) h2) h3

/-- Keldysh equation: if `G = g + g S G` and the retarded function also obeys the right-handed
Dyson equation, then `G_K` is the dressed free part plus `G_R S_K G_A`. -/
theorem keldysh_equation {gR gK gA SR SK SA GR GK GA : 𝓐}
    (hD : keldyshMatrix GR GK GA = keldyshMatrix gR gK gA +
      keldyshMatrix gR gK gA * keldyshMatrix SR SK SA * keldyshMatrix GR GK GA)
    (hR : GR = gR + GR * SR * gR) :
    GK = (1 + GR * SR) * gK * (1 + SA * GA) + GR * SK * GA := by
  obtain ⟨-, hK, -⟩ := dyson_iff_components.1 hD
  -- multiply the Keldysh component by `1 + G_R S_R` and resum with `hR`
  linear_combination (norm := noncomm_ring)
    (1 + GR * SR) * hK - hR * (SR * GK + SK * GA)

/-- Converse: the retarded and advanced Dyson equations together with the Keldysh equation
give the matrix Dyson equation. -/
theorem dyson_of_keldysh_equation {gR gK gA SR SK SA GR GK GA : 𝓐}
    (hR : GR = gR + gR * SR * GR) (hA : GA = gA + gA * SA * GA)
    (hK : GK = (1 + GR * SR) * gK * (1 + SA * GA) + GR * SK * GA) :
    keldyshMatrix GR GK GA = keldyshMatrix gR gK gA +
      keldyshMatrix gR gK gA * keldyshMatrix SR SK SA * keldyshMatrix GR GK GA := by
  refine dyson_iff_components.2 ⟨hR, ?_, hA⟩
  -- multiply the Keldysh equation by `1 - g_R S_R`
  linear_combination (norm := noncomm_ring)
    (1 - gR * SR) * hK + hR * (SR * gK * (1 + SA * GA) + SK * GA)

/-- For components that are finite square matrices over a commutative ring, the matrix Dyson
equation alone implies the Keldysh equation. -/
theorem keldysh_equation_finite {n 𝕜 : Type*} [Fintype n] [DecidableEq n] [CommRing 𝕜]
    {gR gK gA SR SK SA GR GK GA : Matrix n n 𝕜}
    (hD : keldyshMatrix GR GK GA = keldyshMatrix gR gK gA +
      keldyshMatrix gR gK gA * keldyshMatrix SR SK SA * keldyshMatrix GR GK GA) :
    GK = (1 + GR * SR) * gK * (1 + SA * GA) + GR * SK * GA := by
  obtain ⟨hL, -, -⟩ := dyson_iff_components.1 hD
  have h1 : (1 - gR * SR) * (1 + GR * SR) = 1 := by
    linear_combination (norm := noncomm_ring) hL * SR
  -- a one-sided inverse of a finite square matrix is two-sided
  have h2 : (1 + GR * SR) * (1 - gR * SR) = 1 := mul_eq_one_comm.mp h1
  apply keldysh_equation hD
  linear_combination (norm := noncomm_ring) (1 + GR * SR) * hL - h2 * GR

/-- If the free function and the self-energy have Keldysh components `g_R F - F g_A` and
`S_R F - F S_A` with the same `F`, and both the matrix and the right-handed retarded Dyson
equations hold, then `G_K = G_R F - F G_A`. -/
theorem distribution_preserved {gR gK gA SR SK SA GR GK GA F : 𝓐}
    (hD : keldyshMatrix GR GK GA = keldyshMatrix gR gK gA +
      keldyshMatrix gR gK gA * keldyshMatrix SR SK SA * keldyshMatrix GR GK GA)
    (hR : GR = gR + GR * SR * gR)
    (hg : gK = gR * F - F * gA) (hS : SK = SR * F - F * SA) :
    GK = GR * F - F * GA := by
  have hA := (dyson_iff_components.1 hD).2.2
  have hK := keldysh_equation hD hR
  rw [hg, hS] at hK
  linear_combination (norm := noncomm_ring)
    hK - hR * (F * (1 + SA * GA)) + (1 + GR * SR) * F * hA

/-- A two-orbital instance with complex matrices that meets the matrix Dyson equation, the
right-handed retarded equation and both relations with a common `F`. -/
theorem distribution_preserved_witness :
    let gR : Matrix (Fin 2) (Fin 2) ℂ := !![-Complex.I, 0; 0, -Complex.I]
    let gA : Matrix (Fin 2) (Fin 2) ℂ := !![Complex.I, 0; 0, Complex.I]
    let gK : Matrix (Fin 2) (Fin 2) ℂ := !![-2 * Complex.I, 0; 0, -4 * Complex.I]
    let SR : Matrix (Fin 2) (Fin 2) ℂ := !![0, 1; 0, 0]
    let SA : Matrix (Fin 2) (Fin 2) ℂ := !![0, 0; 1, 0]
    let SK : Matrix (Fin 2) (Fin 2) ℂ := !![0, 2; -2, 0]
    let GR : Matrix (Fin 2) (Fin 2) ℂ := !![-Complex.I, -1; 0, -Complex.I]
    let GA : Matrix (Fin 2) (Fin 2) ℂ := !![Complex.I, 0; -1, Complex.I]
    let GK : Matrix (Fin 2) (Fin 2) ℂ := !![-2 * Complex.I, -2; 2, -4 * Complex.I]
    let F : Matrix (Fin 2) (Fin 2) ℂ := !![1, 0; 0, 2]
    keldyshMatrix GR GK GA = keldyshMatrix gR gK gA +
        keldyshMatrix gR gK gA * keldyshMatrix SR SK SA * keldyshMatrix GR GK GA ∧
      GR = gR + GR * SR * gR ∧ gK = gR * F - F * gA ∧ SK = SR * F - F * SA := by
  intro gR gA gK SR SA SK GR GA GK F
  refine ⟨dyson_iff_components.2 ⟨?_, ?_, ?_⟩, ?_, ?_, ?_⟩ <;> ext i j <;>
    fin_cases i <;> fin_cases j <;>
    simp [gR, gA, gK, SR, SA, SK, GR, GA, GK, F, Complex.ext_iff] <;> norm_num

/-- The shift of a real sequence that drops its first entry. -/
def lower : Module.End ℝ (ℕ → ℝ) where
  toFun f n := f (n + 1)
  map_add' _ _ := rfl
  map_smul' _ _ := rfl

/-- The shift of a real sequence that puts a zero in front. -/
def raise : Module.End ℝ (ℕ → ℝ) where
  toFun f n := if n = 0 then 0 else f (n - 1)
  map_add' f g := by
    funext n
    by_cases h : n = 0 <;> simp [h]
  map_smul' c f := by
    funext n
    by_cases h : n = 0 <;> simp [h]

/-- For shift operators on sequences the matrix Dyson equation can hold while the Keldysh
equation fails. -/
theorem keldysh_equation_fails_for_shifts :
    keldyshMatrix (raise - 1) (1 - raise * lower) 0 = keldyshMatrix (1 - lower) 0 0 +
        keldyshMatrix (1 - lower) 0 0 * keldyshMatrix 1 0 0 *
          keldyshMatrix (raise - 1) (1 - raise * lower) 0 ∧
      1 - raise * lower ≠
        (1 + (raise - 1) * 1) * 0 * (1 + 0 * 0) + (raise - 1) * 0 * 0 := by
  have h : lower * raise = 1 :=
    LinearMap.ext fun f => funext fun n => by simp [lower, raise]
  refine ⟨dyson_iff_components.2 ⟨?_, ?_, ?_⟩, ?_⟩
  · simp only [mul_one, one_mul, sub_mul, mul_sub, h]
    abel
  · have h2 : lower * (raise * lower) = lower := by rw [← mul_assoc, h, one_mul]
    simp only [mul_one, one_mul, mul_zero, zero_add, add_zero, sub_mul, mul_sub, h2]
    abel
  · simp
  · -- the constant sequence tells the two sides apart at its first entry
    intro h0
    have h1 := congrFun (LinearMap.congr_fun h0 (fun _ => (1 : ℝ))) 0
    simp [raise, lower] at h1

end KeldyshDyson
```

```lean
#print axioms KeldyshDyson.dyson_of_keldysh_equation
#print axioms KeldyshDyson.keldysh_equation_finite
#print axioms KeldyshDyson.distribution_preserved
#print axioms KeldyshDyson.keldysh_equation_fails_for_shifts
```

```
'KeldyshDyson.dyson_of_keldysh_equation' depends on axioms: [propext, Classical.choice, Quot.sound]
'KeldyshDyson.keldysh_equation_finite' depends on axioms: [propext, Classical.choice, Quot.sound]
'KeldyshDyson.distribution_preserved' depends on axioms: [propext, Classical.choice, Quot.sound]
'KeldyshDyson.keldysh_equation_fails_for_shifts' depends on axioms: [propext, Classical.choice, Quot.sound]
```

### What the ring elements stand for

The type `𝓐` is an arbitrary ring with a unit, and its multiplication need not commute. An element may be a complex number, an orbital matrix at one frequency, or a kernel in two times with convolution as the product; in the last case `1` is the delta function. For kernels, one step remains with the physics: the convolutions must exist and be associative, so that the kernels really form such a ring.

`keldyshMatrix r k a` fixes the convention: retarded at position 0 0, Keldysh at 0 1, advanced at 1 1, zero below the diagonal. The names `gR`, `SK`, `GA` and so on are the components used above, with `S` for the self-energy usually written $\Sigma$. In the code nothing ties the advanced components to the adjoints of the retarded ones, so the adjoint argument for the reversed equation is not formalised there. The self-energy is simply given. How it follows from an interaction, or depends on $G$, plays no part.

In `keldysh_equation`, the hypothesis `hD` is the matrix Dyson equation and `hR` is the right-handed retarded equation. The conclusion is the Keldysh formula. The advanced equation needs no hypothesis because it is a component of `hD`.

`dyson_of_keldysh_equation` is the converse. Its `hR` is the left-handed retarded equation, despite the shared name, and together with the advanced equation and the Keldysh formula it gives the matrix equation.

`keldysh_equation_finite` takes the components to be square matrices over a commutative ring `𝕜`, indexed by a finite type `n`, and assumes only `hD`. `keldysh_equation_fails_for_shifts` states the sequence example, with `lower` for $L$ and `raise` for $U$: the matrix equation holds and the Keldysh formula does not.

`distribution_preserved` is the statement about a common `F`, which may be any ring element. The main physical case is thermal equilibrium, where the isolated system and everything entering the self-energy share one Fermi function. Two leads at different voltages have no such function in common.

`distribution_preserved_witness` gives complex matrices for two orbitals that satisfy all the hypotheses of that theorem, with an `F` that does not commute with `SR`. They are chosen for the algebra and do not describe an electronic device: the entry 2 in `F` exceeds the largest value, 1, that $1-2f$ can take.

### The same cancellations in Lean

`keldyshMatrix_mul` checks the Langreth rules entry by entry. `dyson_iff_components` applies them twice, adds the matrices componentwise, and reads off the three equations; in the other direction it reassembles the matrix from them.

The main proof takes the Keldysh component `hK` and closes with `linear_combination`. This tactic forms a combination of known equations and checks that it accounts for the difference between the two sides of the goal. The option `noncomm_ring` makes that check respect the order of factors. The term `(1 + GR * SR) * hK` is the multiplication from the left. Subtracting `hR * (SR * GK + SK * GA)` uses the right-handed equation in the two places where the derivation needs it: in front of $S_RG_K$, to isolate $G_K$, and in front of $S_KG_A$, to replace the free retarded function by the full one.

The converse has the same shape, with `(1 - gR * SR) * hK` as the multiplication and the left-handed equation doing the cancelling.

In the finite case, `h1` is the one-sided inverse obtained from the left-handed equation, and `mul_eq_one_comm` reverses the order of its factors to give `h2`. The last line derives the right-handed equation, and `keldysh_equation` finishes.

For the common distribution, the proof substitutes `hg` and `hS` into the Keldysh formula. It then uses `hR` to absorb $g_R$ into $G_R$ and `hA` to absorb $g_A$ into $G_A$.

The shift example first proves `lower * raise = 1` and then checks the three component equations. To refute the Keldysh formula it applies both sides to the constant sequence 1 and compares the entries at position 0: the left side gives 1 and the right side gives 0. The two-orbital instance is checked entry by entry.

### A single level between two leads

For your dot, reduced to one non-interacting level at energy $\varepsilon$ in a steady state, the formula gives the occupation directly. Let lead $\alpha$ have Fermi function $f_\alpha$ and broaden the level by a constant $\Gamma_\alpha$ without shifting it, with $\Gamma=\sum_\alpha\Gamma_\alpha>0$. Then

$$S_R=-\tfrac{i}{2}\Gamma,\qquad S_K=-i\sum_\alpha\Gamma_\alpha(1-2f_\alpha),\qquad G_R=\frac{1}{\omega-\varepsilon+i\Gamma/2},$$

and $S_A$ and $G_A$ are the complex conjugates of $S_R$ and $G_R$.

The isolated level has $g_R=1/(\omega-\varepsilon+i\eta)$ with a small $\eta>0$. If its initial occupation is $f_0$, the first term of the Keldysh formula equals $-2i\eta(1-2f_0)|G_R|^2$ to leading order in $\eta$. It vanishes as $\eta\to0$, so the steady state forgets how the level was first filled. What remains is $G_K=G_RS_KG_A$. With the lesser function $G^<=\tfrac12(G_K-G_R+G_A)$, the mean occupation $-i\int\frac{d\omega}{2\pi}\,G^<(\omega)$ is

$$\int\frac{d\omega}{2\pi}\,\frac{\sum_\alpha\Gamma_\alpha f_\alpha(\omega)}{(\omega-\varepsilon)^2+\Gamma^2/4}.$$

With several orbitals the same step is a product of three matrices at each frequency, $G_RS_KG_A$, provided that the leads broaden every resonance of $G_R$. Coupling each orbital to a lead does not guarantee this: a combination of degenerate orbitals can stay uncoupled. The first term can then survive, and the occupation depends on the initial state.
